# The sum of r⁻ᵖ over the distances r from one site of a simple cubic lattice to all the others converges for p > 3

The theorem `summable_radius` concerns an infinite simple cubic lattice, with lengths measured in units of the lattice constant and the site at the origin left out. It states that for every real p > 3 the sum of r⁻ᵖ over the remaining sites converges, where r is a site's distance from the origin; a sum of this form arises when a particle at the origin interacts with one on every other site through an inverse-power pair potential. The proof compares the sum with a product of three one-dimensional sums. Each coordinate k of a site satisfies 1 + |k| ≤ 2r, so r⁻ᵖ is at most 2ᵖ times the product of the three factors (1 + |k|)^(−p/3), and each one-dimensional sum converges because p/3 > 1.

Lean 4 with Mathlib refuses this proof:

```lean
import Mathlib

open Real

namespace CubicLatticeSumConvexity

noncomputable section

/-- The sites of the simple cubic lattice other than the origin, in units of the lattice constant. -/
abbrev Site := {n : ℤ × ℤ × ℤ // n ≠ 0}

/-- The Euclidean distance of a site from the origin. -/
def radius (n : Site) : ℝ :=
  √((n.1.1 : ℝ) ^ 2 + (n.1.2.1 : ℝ) ^ 2 + (n.1.2.2 : ℝ) ^ 2)

/-- Every site is at least one lattice constant away from the origin. -/
theorem one_le_radius (n : Site) : 1 ≤ radius n := by
  obtain ⟨⟨a, b, c⟩, h⟩ := n
  have h1 : 1 ≤ a ^ 2 + b ^ 2 + c ^ 2 := by
    by_contra hc
    have hlt := not_le.1 hc
    have ha : a = 0 := (pow_eq_zero_iff two_ne_zero).1
      (le_antisymm (by nlinarith [sq_nonneg b, sq_nonneg c]) (sq_nonneg a))
    have hb : b = 0 := (pow_eq_zero_iff two_ne_zero).1
      (le_antisymm (by nlinarith [sq_nonneg a, sq_nonneg c]) (sq_nonneg b))
    have hc : c = 0 := (pow_eq_zero_iff two_ne_zero).1
      (le_antisymm (by nlinarith [sq_nonneg a, sq_nonneg b]) (sq_nonneg c))
    exact h (by simp [ha, hb, hc])
  have h2 : (1 : ℝ) ≤ (a : ℝ) ^ 2 + (b : ℝ) ^ 2 + (c : ℝ) ^ 2 := by exact_mod_cast h1
  show (1 : ℝ) ≤ √((a : ℝ) ^ 2 + (b : ℝ) ^ 2 + (c : ℝ) ^ 2)
  exact (Real.le_sqrt' one_pos).2 (by linarith)

/-- The one-dimensional sum of `(1 + |k|) ^ (-s)` over the integers converges for `s > 1`. -/
theorem summable_axis {s : ℝ} (hs : 1 < s) :
    Summable fun k : ℤ => (1 + |(k : ℝ)|) ^ (-s) := by
  have h : Summable fun k : ℕ => (1 + (k : ℝ)) ^ (-s) := by
    have h0 := (summable_nat_add_iff 1).2 (Real.summable_nat_rpow.2 (by linarith : -s < -1))
    have e : (fun k : ℕ => (1 + (k : ℝ)) ^ (-s)) = fun k : ℕ => ((k + 1 : ℕ) : ℝ) ^ (-s) := by
      funext k
      push_cast
      rw [add_comm]
    rw [e]
    exact h0
  refine Summable.of_nat_of_neg ?_ ?_
  · simpa using h
  · simpa using h

/-- The terms of the lattice sum are summable for every exponent `p > 3`. -/
theorem summable_radius {p : ℝ} (hp : 3 < p) : Summable fun n : Site => radius n ^ (-p) := by
  have h1 := summable_axis (s := p / 3) (by linarith)
  have pos : ∀ k : ℤ, 0 ≤ (1 + |(k : ℝ)|) ^ (-(p / 3)) := fun k => by positivity
  have h2 := h1.mul_of_nonneg h1 pos pos
  have h3 := h1.mul_of_nonneg h2 pos (fun x => mul_nonneg (pos _) (pos _))
  have h4 := (h3.comp_injective
    (Subtype.val_injective (p := fun n : ℤ × ℤ × ℤ => n ≠ 0))).mul_left ((2 : ℝ) ^ p)
  refine Summable.of_nonneg_of_le
    (fun n => Real.rpow_nonneg (Real.sqrt_nonneg _) _) (fun n => ?_) h4
  have hR1 := one_le_radius n
  have hR : 0 < radius n := by linarith
  have h2R : 0 < 2 * radius n := by linarith
  -- each coordinate is bounded by the radius, so each axis factor dominates
  have key : ∀ k : ℤ, |(k : ℝ)| ≤ radius n →
      (2 * radius n) ^ (-(p / 3)) ≤ (1 + |(k : ℝ)|) ^ (-(p / 3)) := fun k hk =>
    Real.rpow_le_rpow_of_exponent_nonpos (by positivity) (by linarith) (by linarith)
  have k1 := key n.1.1 (Real.abs_le_sqrt (by nlinarith [sq_nonneg (n.1.2.1 : ℝ),
    sq_nonneg (n.1.2.2 : ℝ)]))
  have k2 := key n.1.2.1 (Real.abs_le_sqrt (by nlinarith [sq_nonneg (n.1.1 : ℝ),
    sq_nonneg (n.1.2.2 : ℝ)]))
  have k3 := key n.1.2.2 (Real.abs_le_sqrt (by nlinarith [sq_nonneg (n.1.1 : ℝ),
    sq_nonneg (n.1.2.1 : ℝ)]))
  have e : radius n ^ (-p) = (2 : ℝ) ^ p * ((2 * radius n) ^ (-(p / 3)) *
      ((2 * radius n) ^ (-(p / 3)) * (2 * radius n) ^ (-(p / 3)))) := by
    rw [← Real.rpow_add h2R, ← Real.rpow_add h2R,
      show -(p / 3) + (-(p / 3) + -(p / 3)) = -p by ring,
      Real.mul_rpow two_pos.le hR.le, ← mul_assoc, ← Real.rpow_add two_pos,
      add_neg_cancel, Real.rpow_zero, one_mul]
  rw [e]
  exact mul_le_mul_of_nonneg_left (mul_le_mul k1 (mul_le_mul k2 k3 (by positivity)
    (by positivity)) (by positivity) (by positivity)) (by positivity)

end

end CubicLatticeSumConvexity
```

The error:

```
Main.lean:66:13: error: unexpected token '('; expected ']'
Main.lean:64:4: error(lean.unknownIdentifier): Unknown constant `Real.rpow_le_rpow_of_exponent_nonpos`
Main.lean:65:42: error: unsolved goals
p : ℝ
hp : 3 < p
h1 : Summable fun k => (1 + |↑k|) ^ (-(p / 3))
pos : ∀ (k : ℤ), 0 ≤ (1 + |↑k|) ^ (-(p / 3))
h2 : Summable fun x => (1 + |↑x.1|) ^ (-(p / 3)) * (1 + |↑x.2|) ^ (-(p / 3))
h3 : Summable fun x => (1 + |↑x.1|) ^ (-(p / 3)) * ((1 + |↑x.2.1|) ^ (-(p / 3)) * (1 + |↑x.2.2|) ^ (-(p / 3)))
h4 :
  Summable fun i =>
    2 ^ p *
      ((fun x => (1 + |↑x.1|) ^ (-(p / 3)) * ((1 + |↑x.2.1|) ^ (-(p / 3)) * (1 + |↑x.2.2|) ^ (-(p / 3)))) ∘ Subtype.val)
        i
n : Site
hR1 : 1 ≤ radius n
hR : 0 < radius n
h2R : 0 < 2 * radius n
key : ∀ (k : ℤ), |↑k| ≤ radius n → (2 * radius n) ^ (-(p / 3)) ≤ (1 + |↑k|) ^ (-(p / 3))
⊢ ↑(↑n).1 ^ 2 ≤ ↑(↑n).1 ^ 2 + ↑(↑n).2.1 ^ 2 + ↑(↑n).2.2 ^ 2
Main.lean:49:91: error: unsolved goals
p : ℝ
hp : 3 < p
h1 : Summable fun k => (1 + |↑k|) ^ (-(p / 3))
pos : ∀ (k : ℤ), 0 ≤ (1 + |↑k|) ^ (-(p / 3))
h2 : Summable fun x => (1 + |↑x.1|) ^ (-(p / 3)) * (1 + |↑x.2|) ^ (-(p / 3))
h3 : Summable fun x => (1 + |↑x.1|) ^ (-(p / 3)) * ((1 + |↑x.2.1|) ^ (-(p / 3)) * (1 + |↑x.2.2|) ^ (-(p / 3)))
h4 :
  Summable fun i =>
    2 ^ p *
      ((fun x => (1 + |↑x.1|) ^ (-(p / 3)) * ((1 + |↑x.2.1|) ^ (-(p / 3)) * (1 + |↑x.2.2|) ^ (-(p / 3)))) ∘ Subtype.val)
        i
n : Site
hR1 : 1 ≤ radius n
hR : 0 < radius n
h2R : 0 < 2 * radius n
key : ∀ (k : ℤ), |↑k| ≤ radius n → (2 * radius n) ^ (-(p / 3)) ≤ (1 + |↑k|) ^ (-(p / 3))
k1 : (2 * radius n) ^ (-(p / 3)) ≤ (1 + |↑(↑n).1|) ^ (-(p / 3))
⊢ radius n ^ (-p) ≤
    2 ^ p *
      ((fun x => (1 + |↑x.1|) ^ (-(p / 3)) * ((1 + |↑x.2.1|) ^ (-(p / 3)) * (1 + |↑x.2.2|) ^ (-(p / 3)))) ∘ Subtype.val)
        n
```

What went wrong. There are two independent faults. The first is one of layout. Inside a `by` block, an argument of a function must stand to the right of the column where the block's tactics begin. The list given to `nlinarith` in `k1` runs on to a new line, where `(n.1.2.2 : ℝ)` stands to the left of that column. Lean therefore doesn't take it as the argument of `sq_nonneg`, and expects `]` instead. Both "unsolved goals" errors follow from this: the inequality needed for `k1` is left unproved, and the rest of the theorem's proof is never read.

The second is a name: the constant `Real.rpow_le_rpow_of_exponent_nonpos` does not exist. The repair uses `Real.rpow_le_rpow_of_nonpos`, which says that a power with a non-positive exponent does not increase as its positive base grows, and takes the same three arguments.

The repair also states the squares' non-negativity beforehand as `s1`, `s2` and `s3`, so that no list has to be broken across lines. With these in the context `linarith` is enough, since the inequalities are linear in the squares; the change from `nlinarith` is mere tidying.

Lean accepts the file once it reads:

```diff
@@ -62,11 +62,11 @@
   have key : ∀ k : ℤ, |(k : ℝ)| ≤ radius n →
       (2 * radius n) ^ (-(p / 3)) ≤ (1 + |(k : ℝ)|) ^ (-(p / 3)) := fun k hk =>
-    Real.rpow_le_rpow_of_exponent_nonpos (by positivity) (by linarith) (by linarith)
-  have k1 := key n.1.1 (Real.abs_le_sqrt (by nlinarith [sq_nonneg (n.1.2.1 : ℝ),
-    sq_nonneg (n.1.2.2 : ℝ)]))
-  have k2 := key n.1.2.1 (Real.abs_le_sqrt (by nlinarith [sq_nonneg (n.1.1 : ℝ),
-    sq_nonneg (n.1.2.2 : ℝ)]))
-  have k3 := key n.1.2.2 (Real.abs_le_sqrt (by nlinarith [sq_nonneg (n.1.1 : ℝ),
-    sq_nonneg (n.1.2.1 : ℝ)]))
+    Real.rpow_le_rpow_of_nonpos (by positivity) (by linarith) (by linarith)
+  have s1 := sq_nonneg (n.1.1 : ℝ)
+  have s2 := sq_nonneg (n.1.2.1 : ℝ)
+  have s3 := sq_nonneg (n.1.2.2 : ℝ)
+  have k1 := key n.1.1 (Real.abs_le_sqrt (by linarith))
+  have k2 := key n.1.2.1 (Real.abs_le_sqrt (by linarith))
+  have k3 := key n.1.2.2 (Real.abs_le_sqrt (by linarith))
   have e : radius n ^ (-p) = (2 : ℝ) ^ p * ((2 * radius n) ^ (-(p / 3)) *
       ((2 * radius n) ^ (-(p / 3)) * (2 * radius n) ^ (-(p / 3)))) := by
```
